# With strictly increasing energy slopes, the lowest-energy mixture is the lever-rule mixture of the two adjacent phases

A binary A–B alloy has five phases, with B fractions 0, 1/4, 1/2, 3/4 and 1. Their energies per atom, in some unit, are 0, −3, −5, −3 and 0. I prepare a sample with B fraction 1/8 and let it reach its lowest energy. The lever rule tells me to mix pure A with the compound at 1/4. But the compound at 1/2 is much deeper in energy, and I could reach the same overall composition with a little of it and more pure A, or with three or four phases at once. How do I know that none of these mixtures wins, or at least ties?

## Distant phases lie above the tie line

None of them wins or ties, because the slopes between consecutive phase energies increase strictly: here they are −12, −8, 8 and 12. A deep energy is not enough. What counts is a phase's height above the straight line through the two phases adjacent to the sample's composition.

Number the phases $0,\dots,n$, with compositions $x_0<\dots<x_n$ and energies $E_i$. Let
$$s_i=\frac{E_{i+1}-E_i}{x_{i+1}-x_i},\qquad s_0<s_1<\dots<s_{n-1}.$$
Physically, the slope condition says that each interior phase is stable against decomposition into its two neighbours. With $a=x_{k+1}-x_k$ and $b=x_{k+2}-x_{k+1}$, clearing denominators in $s_k<s_{k+1}$ gives
$$b(E_{k+1}-E_k)<a(E_{k+2}-E_{k+1})\iff E_{k+1}<\frac{bE_k+aE_{k+2}}{a+b},$$
and the right-hand side is the energy of the neighbours' mixture at $x_{k+1}$.

Now let the overall composition $X$ lie in $[x_k,x_{k+1}]$. Take the line $L(y)=E_k+s_k(y-x_k)$ and the heights $h_i=E_i-L(x_i)$. Then $h_k=h_{k+1}=0$, and
$$h_{m+1}=h_m+(s_m-s_k)(x_{m+1}-x_m).$$
To the right of $k+1$ every increment is positive. To the left of $k$ the increments are negative, so the height grows as one moves left. Hence $h_i>0$ for every other phase.

A mixture has weights $w_i\ge0$ with $\sum_i w_i=1$ and $\sum_i w_ix_i=X$. Since $L$ is a straight line, $\sum_i w_iL(x_i)=L(X)$, and therefore
$$\sum_i w_iE_i=L(X)+\sum_i w_ih_i\ \ge\ L(X).$$
Equality forces $w_ih_i=0$ for each $i$, which removes every phase except $k$ and $k+1$. What remains is $w_k+w_{k+1}=1$ and $w_kx_k+w_{k+1}x_{k+1}=X$, with the solution
$$w_k=\frac{x_{k+1}-X}{x_{k+1}-x_k},\qquad w_{k+1}=\frac{X-x_k}{x_{k+1}-x_k}.$$
Both are nonnegative, and this mixture has energy $L(X)$, so it is the unique minimum. At an endpoint of the interval it is a single pure phase.

In your alloy, the line through the first two phases has the value −6 at composition 1/2, so the deep compound lies 1 above it. Your alternative uses weight 1/4 of that compound and costs 1/4 more: −1.25 instead of −1.5.

## What the definitions and theorems say

Read `x i` as the atomic fraction of B in phase `i`, `E i` as its energy per atom, and `w i` as the fraction of all atoms that sit in that phase. The code allows any real compositions.

- `ConvexChain n x E` holds the two hypotheses: ordered compositions and strictly increasing slopes. For `n = 1` there is only one slope, and the second condition is empty.
- `IsMixture n x X w` holds nonnegativity, total weight one and the composition balance. The sums over `range (n + 1)` run over the phases $0,\dots,n$.
- `IsGround` means a mixture whose energy is minimal among all mixtures of the same composition. It does not refer to a quantum ground state.
- `tieLine` is $L$, extended to all compositions, whereas a textbook tie line is usually just the segment between the two phases.

The main theorem, `isGround_iff_lever`, takes `k < n` and $x_k\le X\le x_{k+1}$. It says that `w` is a minimum-energy mixture exactly when `w i = lever x k X i` for all `i ≤ n`. One direction gives uniqueness; the other shows that the lever weights do reach the minimum. The weights are functions on all natural numbers, so agreement is required only up to `n`. The theorem `ground_energy` adds that the minimum energy is $L(X)$.

For computed formation energies, this is how one reads a binary convex hull between neighbouring vertices, for finitely many phases of fixed composition and without temperature. The step to a real sample that the hypotheses leave open is that its energy is the weighted sum over the listed phases, with no interface or strain energy.

In Lean 4 with Mathlib:

```lean
import Mathlib

open Finset

namespace LeverRule

noncomputable section

/-- Slope of the energy between the consecutive phases `i` and `i + 1`, for distinct
compositions `x i` and `x (i + 1)`. -/
def chordSlope (x E : ℕ → ℝ) (i : ℕ) : ℝ := (E (i + 1) - E i) / (x (i + 1) - x i)

/-- The phases `0, …, n` are ordered by composition, and the slopes between consecutive
phase energies increase strictly. -/
structure ConvexChain (n : ℕ) (x E : ℕ → ℝ) : Prop where
  ordered : ∀ i, i < n → x i < x (i + 1)
  slopes : ∀ i, i + 1 < n → chordSlope x E i < chordSlope x E (i + 1)

/-- The weights `w` of the phases `0, …, n` form a mixture of overall composition `X`. -/
structure IsMixture (n : ℕ) (x : ℕ → ℝ) (X : ℝ) (w : ℕ → ℝ) : Prop where
  nonneg : ∀ i, i ≤ n → 0 ≤ w i
  total : ∑ i ∈ range (n + 1), w i = 1
  balance : ∑ i ∈ range (n + 1), w i * x i = X

/-- Energy of a mixture: the weighted sum of the phase energies. -/
def energy (n : ℕ) (E w : ℕ → ℝ) : ℝ := ∑ i ∈ range (n + 1), w i * E i

/-- A mixture of composition `X` whose energy is minimal among all mixtures of that
composition. -/
def IsGround (n : ℕ) (x E : ℕ → ℝ) (X : ℝ) (w : ℕ → ℝ) : Prop :=
  IsMixture n x X w ∧ ∀ v, IsMixture n x X v → energy n E w ≤ energy n E v

/-- The straight line through the phases `k` and `k + 1` in the energy-composition diagram,
for distinct compositions `x k` and `x (k + 1)`. -/
def tieLine (x E : ℕ → ℝ) (k : ℕ) (X : ℝ) : ℝ := E k + chordSlope x E k * (X - x k)

/-- Lever-rule weights on the phases `k` and `k + 1`, zero on all others, for distinct
compositions `x k` and `x (k + 1)`. -/
def lever (x : ℕ → ℝ) (k : ℕ) (X : ℝ) (i : ℕ) : ℝ :=
  if i = k then (x (k + 1) - X) / (x (k + 1) - x k)
  else if i = k + 1 then (X - x k) / (x (k + 1) - x k) else 0

variable {n k : ℕ} {x E w : ℕ → ℝ} {X : ℝ}

/-- For three phases ordered by composition, the slope increases at the middle one exactly
when its energy lies below that of the mixture of its two neighbours at its composition. -/
theorem slope_lt_iff_stable (h₁ : x k < x (k + 1)) (h₂ : x (k + 1) < x (k + 2)) :
    chordSlope x E k < chordSlope x E (k + 1) ↔
      E (k + 1) < ((x (k + 2) - x (k + 1)) * E k + (x (k + 1) - x k) * E (k + 2)) /
        (x (k + 2) - x k) := by
  simp only [chordSlope, show k + 1 + 1 = k + 2 from rfl]
  rw [div_lt_div_iff₀ (sub_pos.2 h₁) (sub_pos.2 h₂),
    lt_div_iff₀ (sub_pos.2 (h₁.trans h₂))]
  constructor <;> intro h <;> nlinarith [h]

/-- In a convex chain the slope of any later segment exceeds that of any earlier one. -/
theorem chordSlope_lt (h : ConvexChain n x E) {i j : ℕ} (hij : i < j) (hj : j < n) :
    chordSlope x E i < chordSlope x E j := by
  induction j with
  | zero => omega
  | succ j ih =>
    have hs := h.slopes j hj
    rcases (by omega : i < j ∨ i = j) with h1 | h1
    · exact (ih h1 (by omega)).trans hs
    · rw [h1]
      exact hs

/-- The tie line passes through both of its phases when their compositions are ordered. -/
theorem tieLine_endpoints (hx : x k < x (k + 1)) :
    tieLine x E k (x k) = E k ∧ tieLine x E k (x (k + 1)) = E (k + 1) := by
  have hne : x (k + 1) - x k ≠ 0 := (sub_pos.2 hx).ne'
  refine ⟨by simp [tieLine], ?_⟩
  unfold tieLine chordSlope
  rw [div_mul_cancel₀ _ hne]
  ring

/-- In a convex chain every phase other than `k` and `k + 1` lies strictly above the tie line
of these two. -/
theorem tieLine_lt (h : ConvexChain n x E) (hk : k < n) {i : ℕ} (hi : i ≤ n)
    (h₁ : i ≠ k) (h₂ : i ≠ k + 1) : tieLine x E k (x i) < E i := by
  obtain ⟨e₁, e₂⟩ := tieLine_endpoints (E := E) (h.ordered k hk)
  -- change of the height above the tie line from one phase to the next
  have step : ∀ m, m < n → E (m + 1) - tieLine x E k (x (m + 1)) =
      E m - tieLine x E k (x m)
        + (chordSlope x E m - chordSlope x E k) * (x (m + 1) - x m) := by
    intro m hm
    have hs : chordSlope x E m * (x (m + 1) - x m) = E (m + 1) - E m := by
      unfold chordSlope
      exact div_mul_cancel₀ _ (sub_pos.2 (h.ordered m hm)).ne'
    unfold tieLine
    linear_combination -hs
  -- phases to the right
  have up : ∀ m, k + 1 < m → m ≤ n → 0 < E m - tieLine x E k (x m) := by
    intro m
    induction m with
    | zero => intro a _; omega
    | succ m ih =>
      intro a b
      have st := step m (by omega)
      have pos := mul_pos (sub_pos.2 (chordSlope_lt h (show k < m by omega) (by omega)))
        (sub_pos.2 (h.ordered m (by omega)))
      rcases (by omega : k + 1 < m ∨ m = k + 1) with c | c
      · linarith [ih c (by omega)]
      · have z : E m - tieLine x E k (x m) = 0 := by rw [c, e₂, sub_self]
        linarith
  -- phases to the left
  have down : ∀ d m, m + d + 1 = k → 0 < E m - tieLine x E k (x m) := by
    intro d
    induction d with
    | zero =>
      intro m hm
      have st := step m (by omega)
      have pos := mul_pos (sub_pos.2 (chordSlope_lt h (show m < k by omega) hk))
        (sub_pos.2 (h.ordered m (by omega)))
      have z : E (m + 1) - tieLine x E k (x (m + 1)) = 0 := by
        rw [show m + 1 = k by omega, e₁, sub_self]
      nlinarith
    | succ d ih =>
      intro m hm
      have st := step m (by omega)
      have pos := mul_pos (sub_pos.2 (chordSlope_lt h (show m < k by omega) hk))
        (sub_pos.2 (h.ordered m (by omega)))
      nlinarith [ih (m + 1) (by omega)]
  rcases (by omega : i < k ∨ k + 1 < i) with c | c
  · exact sub_pos.1 (down (k - i - 1) i (by omega))
  · exact sub_pos.1 (up i c hi)

/-- The energy of a mixture is the tie-line value at its composition plus the weighted heights of
all phases relative to the tie line, counted negative for a phase below it. -/
theorem energy_eq (k : ℕ) (hw : IsMixture n x X w) : energy n E w =
    tieLine x E k X + ∑ i ∈ range (n + 1), w i * (E i - tieLine x E k (x i)) := by
  have hs : ∑ i ∈ range (n + 1), w i * (E i - tieLine x E k (x i)) =
      energy n E w - (E k - chordSlope x E k * x k) * ∑ i ∈ range (n + 1), w i
        - chordSlope x E k * ∑ i ∈ range (n + 1), w i * x i := by
    simp only [energy, Finset.mul_sum, ← Finset.sum_sub_distrib]
    refine Finset.sum_congr rfl fun i _ => ?_
    unfold tieLine
    ring
  rw [hs, hw.total, hw.balance]
  unfold tieLine
  ring

/-- If only the phases `k` and `k + 1` are present, a weighted sum of any phase property `f`
has just two terms. -/
theorem sum_two_phases (hk : k < n) (hz : ∀ i, i ≤ n → i ≠ k → i ≠ k + 1 → w i = 0)
    (f : ℕ → ℝ) :
    ∑ i ∈ range (n + 1), w i * f i = w k * f k + w (k + 1) * f (k + 1) := by
  have hsub : ({k, k + 1} : Finset ℕ) ⊆ range (n + 1) := by
    intro i hi
    simp only [Finset.mem_insert, Finset.mem_singleton] at hi
    rw [Finset.mem_range]
    omega
  have hne : k ≠ k + 1 := by omega
  refine (Finset.sum_subset hsub fun i hi hni => ?_).symm.trans (Finset.sum_pair hne)
  simp only [Finset.mem_insert, Finset.mem_singleton, not_or] at hni
  rw [Finset.mem_range] at hi
  rw [hz i (by omega) hni.1 hni.2, zero_mul]

/-- Between two adjacent phases of ordered composition, the lever weights form a mixture of the
required composition, and its energy lies on the tie line. -/
theorem lever_mixture (hk : k < n) (hx : x k < x (k + 1)) (h₁ : x k ≤ X)
    (h₂ : X ≤ x (k + 1)) :
    IsMixture n x X (lever x k X) ∧ energy n E (lever x k X) = tieLine x E k X := by
  have hd := sub_pos.2 hx
  have lk : lever x k X k = (x (k + 1) - X) / (x (k + 1) - x k) := by simp [lever]
  have lk' : lever x k X (k + 1) = (X - x k) / (x (k + 1) - x k) := by simp [lever]
  have hz : ∀ i, i ≤ n → i ≠ k → i ≠ k + 1 → lever x k X i = 0 := by
    intro i _ a b
    simp [lever, a, b]
  have hmix : IsMixture n x X (lever x k X) := by
    refine ⟨fun i _ => ?_, ?_, ?_⟩
    · unfold lever
      split_ifs
      · exact div_nonneg (sub_nonneg.2 h₂) hd.le
      · exact div_nonneg (sub_nonneg.2 h₁) hd.le
      · exact le_rfl
    · have hs := sum_two_phases hk hz (fun _ => 1)
      simp only [mul_one] at hs
      rw [hs, lk, lk', ← add_div, div_eq_iff hd.ne']
      ring
    · rw [sum_two_phases hk hz x, lk, lk', div_mul_eq_mul_div, div_mul_eq_mul_div,
        ← add_div, div_eq_iff hd.ne']
      ring
  refine ⟨hmix, ?_⟩
  obtain ⟨e₁, e₂⟩ := tieLine_endpoints (E := E) hx
  have hs := sum_two_phases hk hz (fun i => E i - tieLine x E k (x i))
  simp only [e₁, e₂, sub_self, mul_zero, add_zero] at hs
  rw [energy_eq k hmix, hs, add_zero]

/-- In a convex chain no mixture has an energy below the tie line, and a mixture on the tie
line has the lever weights. -/
theorem tieLine_le_energy (h : ConvexChain n x E) (hk : k < n) (hw : IsMixture n x X w) :
    tieLine x E k X ≤ energy n E w ∧
      (energy n E w = tieLine x E k X → ∀ i, i ≤ n → w i = lever x k X i) := by
  have hx := h.ordered k hk
  have hd := (sub_pos.2 hx).ne'
  obtain ⟨e₁, e₂⟩ := tieLine_endpoints (E := E) hx
  have hnn : ∀ i ∈ range (n + 1), 0 ≤ w i * (E i - tieLine x E k (x i)) := by
    intro i hi
    have hi' : i ≤ n := by
      rw [Finset.mem_range] at hi
      omega
    refine mul_nonneg (hw.nonneg i hi') (sub_nonneg.2 ?_)
    by_cases a : i = k
    · rw [a, e₁]
    · by_cases b : i = k + 1
      · rw [b, e₂]
      · exact (tieLine_lt h hk hi' a b).le
  have he := energy_eq (E := E) k hw
  refine ⟨by linarith [Finset.sum_nonneg hnn], fun heq => ?_⟩
  -- a phase above the tie line cannot take part
  have h0 := (Finset.sum_eq_zero_iff_of_nonneg hnn).1 (by linarith)
  have hz : ∀ i, i ≤ n → i ≠ k → i ≠ k + 1 → w i = 0 := by
    intro i hi a b
    exact (mul_eq_zero.1 (h0 i (Finset.mem_range.2 (by omega)))).resolve_right
      (sub_pos.2 (tieLine_lt h hk hi a b)).ne'
  -- the two conservation laws fix the remaining weights
  have s₁ := sum_two_phases hk hz (fun _ => 1)
  simp only [mul_one] at s₁
  rw [hw.total] at s₁
  have s₂ := sum_two_phases hk hz x
  rw [hw.balance] at s₂
  intro i hi
  unfold lever
  split_ifs with a b
  · rw [a, eq_div_iff hd]
    linear_combination s₂ - x (k + 1) * s₁
  · rw [b, eq_div_iff hd]
    linear_combination x k * s₁ - s₂
  · exact hz i hi a b

/-- Lever rule: in a convex chain, at a composition between the adjacent phases `k` and
`k + 1`, a set of weights is a minimum-energy mixture exactly when it is given by the lever
weights on the phases `0, …, n`. -/
theorem isGround_iff_lever (h : ConvexChain n x E) (hk : k < n) (h₁ : x k ≤ X)
    (h₂ : X ≤ x (k + 1)) :
    IsGround n x E X w ↔ ∀ i, i ≤ n → w i = lever x k X i := by
  obtain ⟨hL, eL⟩ := lever_mixture (E := E) hk (h.ordered k hk) h₁ h₂
  constructor
  · rintro ⟨hw, hmin⟩
    have hle := hmin _ hL
    rw [eL] at hle
    obtain ⟨hge, huniq⟩ := tieLine_le_energy h hk hw
    exact huniq (le_antisymm hle hge)
  · intro hag
    have hs : ∀ f : ℕ → ℝ, ∑ i ∈ range (n + 1), w i * f i =
        ∑ i ∈ range (n + 1), lever x k X i * f i := by
      intro f
      refine Finset.sum_congr rfl fun i hi => ?_
      rw [Finset.mem_range] at hi
      rw [hag i (by omega)]
    have ht := hs (fun _ => 1)
    simp only [mul_one] at ht
    refine ⟨⟨fun i hi => ?_, ht.trans hL.total, (hs x).trans hL.balance⟩, fun v hv => ?_⟩
    · rw [hag i hi]
      exact hL.nonneg i hi
    · have ew : energy n E w = tieLine x E k X := (hs E).trans eL
      rw [ew]
      exact (tieLine_le_energy h hk hv).1

/-- In a convex chain, the minimum energy at a composition between the adjacent phases `k` and
`k + 1` is the value of their tie line. -/
theorem ground_energy (h : ConvexChain n x E) (hk : k < n) (h₁ : x k ≤ X)
    (h₂ : X ≤ x (k + 1)) (hw : IsGround n x E X w) :
    energy n E w = tieLine x E k X := by
  obtain ⟨hL, eL⟩ := lever_mixture (E := E) hk (h.ordered k hk) h₁ h₂
  exact le_antisymm ((hw.2 _ hL).trans_eq eL) (tieLine_le_energy h hk hw.1).1

end

end LeverRule
```

```lean
#print axioms LeverRule.slope_lt_iff_stable
-- 'LeverRule.slope_lt_iff_stable' depends on axioms: [propext, Classical.choice, Quot.sound]
#print axioms LeverRule.lever_mixture
-- 'LeverRule.lever_mixture' depends on axioms: [propext, Classical.choice, Quot.sound]
#print axioms LeverRule.isGround_iff_lever
-- 'LeverRule.isGround_iff_lever' depends on axioms: [propext, Classical.choice, Quot.sound]
#print axioms LeverRule.ground_energy
-- 'LeverRule.ground_energy' depends on axioms: [propext, Classical.choice, Quot.sound]
```

## From slopes to unique weights in the proof

`slope_lt_iff_stable` is the equivalence with stability against the two neighbours, proved by clearing the positive denominators. `chordSlope_lt` extends the growth of consecutive slopes to any two segments, by induction on the later one.

`tieLine_endpoints` gives $h_k=h_{k+1}=0$, and `tieLine_lt` gives $h_i>0$ elsewhere. Inside the latter, `step` is the recurrence for the heights. The induction `up` moves right from phase $k+1$, while `down` moves left from phase $k$; its induction variable is one less than the number of steps from $k$. In each, `pos` is the positive product of a slope difference and a composition difference.

`energy_eq` is the split of the energy into $L(X)$ and the weighted heights; it uses only the two conservation laws. `sum_two_phases` reduces a sum to two terms when all other weights vanish. With it, `lever_mixture` checks that the lever weights form a mixture with energy $L(X)$.

`tieLine_le_energy` contains the lower bound and the case of equality. There, `Finset.sum_eq_zero_iff_of_nonneg` turns a vanishing sum of nonnegative terms into vanishing terms, and `hz` concludes that the other phases are absent. The two `linear_combination` calls then solve the two conservation laws for $w_k$ and $w_{k+1}$. The main theorem compares a given minimum with the lever mixture in one direction, and transfers the properties of the lever weights to `w` in the other.

## Equal slopes allow ties

Strict growth of the slopes can't be weakened to non-decreasing slopes. Take compositions 0, 1/2 and 1, all with energy 0, and $X=1/4$. The lever weights are $(1/2,1/2,0)$, but $(3/4,0,1/4)$ has the same composition and the same energy. The lever mixture is still a minimum, but no longer the only one.

## Keeping unstable phases in the list

A computed data set usually contains phases above the hull, and these must be removed before `ConvexChain` applies. The statement could have kept them by assuming directly that every phase other than two chosen ones lies strictly above the line through those two. The energy argument would stay the same, and the inductions over slopes would disappear. In exchange, the user would have to check that condition anew for each pair of neighbouring hull phases between which a composition is studied, whereas the slope condition is checked once for the whole chain.
